# An injective linear map that preserves every two-vector DIIS minimiser scales all lengths by one factor

## Which error transformations leave the coefficients alone?

Before my SCF code builds the DIIS matrix $B_{ij}=\langle e_i,e_j\rangle$, it transforms the error vectors $e_i$. If I rotate them from one orthonormal basis to another, or multiply them all by the same nonzero number, the extrapolation coefficients stay the same. If I weight the components differently, the coefficients usually change.

I suspect that rotations and uniform scalings are essentially the only safe choices. Let $T$ be an injective linear map on Euclidean space. Suppose that, for all distinct errors $e_1,e_2$, any real $c$ minimising $\|c\,e_1+(1-c)\,e_2\|$ also minimises $\|c\,Te_1+(1-c)\,Te_2\|$. Then there should be one $k>0$ with $\|Tv\|=k\|v\|$ for all $v$. Can this be made rigorous and checked by machine?

## Equal lengths must stay equal

Yes. The idea is to turn optimality into orthogonality, and then to find a pair of errors that exposes any uneven stretching.

**Shortest vectors on a line.** For vectors $u,v$ and real $t$,
$$\|u+tv\|^2=\|u\|^2+2t\langle u,v\rangle+t^2\|v\|^2 .$$
If $\langle u,v\rangle=0$, the right side is at least $\|u\|^2$, so $u$ is a shortest vector on the line. Conversely, suppose that $u$ is shortest, and take the trial step $t=-\langle u,v\rangle/(\|v\|^2+1)$. Then $\langle u,v\rangle=-t(\|v\|^2+1)$, and
$$0\le 2t\langle u,v\rangle+t^2\|v\|^2=-t^2(\|v\|^2+2).$$
Hence $t=0$ and $\langle u,v\rangle=0$. The added 1 in the denominator lets the argument include $v=0$.

**Coefficient zero.** For the errors $u+v$ and $u$, the residual with coefficient $d$ is
$$d(u+v)+(1-d)u=u+dv .$$
So $d=0$ is optimal exactly when $u\perp v$.

**A pair that detects uneven stretching.** Suppose $\|u\|=\|v\|$ but $\|Tu\|\ne\|Tv\|$. Take $e_1=2u$ and $e_2=u+v$. Since $e_1=e_2+(u-v)$, coefficient 0 is optimal exactly when $u+v\perp u-v$. This holds, because
$$\langle u+v,u-v\rangle=\|u\|^2-\|v\|^2=0 .$$
After the transformation the corresponding inner product is $\|Tu\|^2-\|Tv\|^2\neq0$, so coefficient 0 is no longer optimal. The two errors are distinct: $2u=u+v$ would give $u=v$ and hence $\|Tu\|=\|Tv\|$. A map that preserves the minimisers therefore sends vectors of equal length to vectors of equal length.

**One common factor.** Fix $w\ne0$. For any $v$, the vectors $\|w\|v$ and $\|v\|w$ have the same length, so
$$\|w\|\,\|Tv\|=\|v\|\,\|Tw\|,\qquad \|Tv\|=k\|v\|,\quad k=\frac{\|Tw\|}{\|w\|}.$$
Injectivity gives $Tw\neq0$, so $k>0$. If the space contains only the zero vector, $k=1$ will do.

**Longer histories.** By linearity, every residual satisfies
$$\Big\|\sum_i a_i\,Te_i\Big\|=k\,\Big\|\sum_i a_i e_i\Big\| .$$
A positive common factor does not affect which coefficients are minimal. Preservation for pairs thus implies preservation for every finite history.

### What the definitions and theorems say

`E` and `F` are real inner product spaces, and `T : E →ₗ[ℝ] F` is a real-linear map between them. Euclidean space with `F = E` is a special case; neither finite dimension nor completeness is assumed.

- `IsPairMin e₁ e₂ c` says that the real number `c` gives a residual no longer than that of any other real `d`. The coefficient `c` belongs to the first error and `1 - c` to the second. Negative coefficients are allowed, as in ordinary DIIS.
- `PreservesPairDIIS T` is the hypothesis in the question. It asks only that optimal coefficients remain optimal under `T`, not the reverse.
- `IsDIISMin e c` is the constrained problem for errors indexed by a finite type `ι`: the coefficients sum to one and minimise the residual length among all such choices.

The answer to the question is `similarity_of_preservesPairDIIS`. The equivalence `preservesPairDIIS_iff` does not need injectivity and allows `k = 0`, which is the zero map. Injectivity stands for the requirement that no nonzero error be hidden by the transformation.

The minimisation is exact and the same `T` acts on every error. Rounding, a transformation that changes between iterations, and the convergence of the SCF cycle are not modelled. The hypothesis also ranges over all distinct pairs in `E`, so a map that scales unevenly may still leave the coefficients of one particular history unchanged.

In Lean 4 with Mathlib:

```lean
import Mathlib

open scoped InnerProductSpace

namespace DIISPreservingMaps

variable {E F : Type*} [NormedAddCommGroup E] [InnerProductSpace ℝ E]
  [NormedAddCommGroup F] [InnerProductSpace ℝ F]

/-- The coefficient `c` minimises the length of the two-vector DIIS residual
`c e₁ + (1 - c) e₂`. -/
def IsPairMin (e₁ e₂ : E) (c : ℝ) : Prop :=
  ∀ d : ℝ, ‖c • e₁ + (1 - c) • e₂‖ ≤ ‖d • e₁ + (1 - d) • e₂‖

/-- For any two distinct error vectors, every optimal DIIS coefficient remains optimal
after both errors are transformed by `T`. -/
def PreservesPairDIIS (T : E →ₗ[ℝ] F) : Prop :=
  ∀ e₁ e₂ : E, e₁ ≠ e₂ → ∀ c : ℝ, IsPairMin e₁ e₂ c → IsPairMin (T e₁) (T e₂) c

/-- The coefficients `c` sum to one and minimise the length of the DIIS residual `∑ cᵢ eᵢ`
among all coefficients that sum to one. -/
def IsDIISMin {ι : Type*} [Fintype ι] (e : ι → E) (c : ι → ℝ) : Prop :=
  ∑ i, c i = 1 ∧ ∀ d : ι → ℝ, ∑ i, d i = 1 → ‖∑ i, c i • e i‖ ≤ ‖∑ i, d i • e i‖

/-- The vector `u` is a shortest vector on the line `u + t v` exactly when `u` is
orthogonal to `v`. -/
theorem shortest_on_line_iff (u v : E) :
    (∀ t : ℝ, ‖u‖ ≤ ‖u + t • v‖) ↔ inner ℝ u v = 0 := by
  have expand : ∀ t : ℝ,
      ‖u + t • v‖ ^ 2 = ‖u‖ ^ 2 + 2 * t * inner ℝ u v + t ^ 2 * ‖v‖ ^ 2 := by
    intro t
    rw [norm_add_sq_real, inner_smul_right, norm_smul, mul_pow, Real.norm_eq_abs, sq_abs]
    ring
  constructor
  · intro h
    have hq : 0 < ‖v‖ ^ 2 + 1 := by positivity
    -- a trial step against the overlap would shorten `u` unless the overlap vanishes
    obtain ⟨t, ht⟩ : ∃ t : ℝ, inner ℝ u v = -(t * (‖v‖ ^ 2 + 1)) :=
      ⟨-(inner ℝ u v) / (‖v‖ ^ 2 + 1), by rw [div_mul_cancel₀ _ hq.ne', neg_neg]⟩
    have h1 := pow_le_pow_left₀ (norm_nonneg u) (h t) 2
    rw [expand, ht] at h1
    have h2 : t ^ 2 ≤ 0 := by
      nlinarith [mul_nonneg (sq_nonneg t) (sq_nonneg ‖v‖)]
    have h3 : t = 0 := by
      have h4 : t ^ 2 = 0 := le_antisymm h2 (sq_nonneg t)
      exact (pow_eq_zero_iff two_ne_zero).mp h4
    rw [ht, h3]
    ring
  · intro h t
    apply (sq_le_sq₀ (norm_nonneg _) (norm_nonneg _)).mp
    rw [expand, h]
    nlinarith [mul_nonneg (sq_nonneg t) (sq_nonneg ‖v‖)]

/-- For the errors `u + v` and `u`, putting all weight on `u` is optimal exactly when
`u` is orthogonal to `v`. -/
theorem isPairMin_zero_iff (u v : E) : IsPairMin (u + v) u 0 ↔ inner ℝ u v = 0 := by
  have h0 : (0 : ℝ) • (u + v) + (1 - 0 : ℝ) • u = u := by module
  have hd : ∀ d : ℝ, d • (u + v) + (1 - d) • u = u + d • v := by
    intro d
    module
  rw [← shortest_on_line_iff]
  unfold IsPairMin
  rw [h0]
  simp only [hd]

/-- If `T` stretches two vectors `u`, `v` of equal length differently, then for the errors
`2u` and `u + v` the coefficient `0` is optimal before the transformation but not after it. -/
theorem uneven_stretch_breaks_DIIS (T : E →ₗ[ℝ] F) {u v : E}
    (huv : ‖u‖ = ‖v‖) (hT : ‖T u‖ ≠ ‖T v‖) :
    IsPairMin ((2 : ℝ) • u) (u + v) 0 ∧
      ¬ IsPairMin (T ((2 : ℝ) • u)) (T (u + v)) 0 := by
  -- the two errors differ by `u - v`, which is orthogonal to `u + v`
  have h2 : (2 : ℝ) • u = (u + v) + (u - v) := by module
  have hT2 : T ((2 : ℝ) • u) = (T u + T v) + (T u - T v) := by
    rw [h2, map_add, map_add, map_sub]
  constructor
  · rw [h2, isPairMin_zero_iff]
    exact (real_inner_add_sub_eq_zero_iff u v).2 huv
  · rw [hT2, map_add, isPairMin_zero_iff]
    exact fun h => hT ((real_inner_add_sub_eq_zero_iff (T u) (T v)).1 h)

/-- A linear map preserves optimal two-vector DIIS coefficients exactly when it multiplies
all lengths by one common factor `k ≥ 0`. -/
theorem preservesPairDIIS_iff (T : E →ₗ[ℝ] F) :
    PreservesPairDIIS T ↔ ∃ k : ℝ, 0 ≤ k ∧ ∀ v, ‖T v‖ = k * ‖v‖ := by
  constructor
  · intro h
    -- vectors of equal length have images of equal length
    have heq : ∀ x y : E, ‖x‖ = ‖y‖ → ‖T x‖ = ‖T y‖ := by
      intro x y hxy
      by_contra hne
      obtain ⟨ha, hb⟩ := uneven_stretch_breaks_DIIS T hxy hne
      refine hb (h _ _ ?_ 0 ha)
      intro h2
      rw [two_smul] at h2
      exact hne (by rw [add_left_cancel h2])
    by_cases hE : ∃ w : E, w ≠ 0
    · obtain ⟨w, hw⟩ := hE
      have hw' : ‖w‖ ≠ 0 := norm_ne_zero_iff.mpr hw
      refine ⟨‖T w‖ / ‖w‖, by positivity, fun v => ?_⟩
      -- rescale `v` and `w` to a common length
      have h1 := heq (‖w‖ • v) (‖v‖ • w) (by
        rw [norm_smul, norm_smul, norm_norm, norm_norm, mul_comm])
      rw [map_smul, map_smul, norm_smul, norm_smul, norm_norm, norm_norm] at h1
      rw [div_mul_eq_mul_div, eq_div_iff hw']
      linarith
    · push Not at hE
      exact ⟨0, le_refl 0, fun v => by rw [hE v, map_zero, norm_zero, norm_zero, mul_zero]⟩
  · rintro ⟨k, hk, hT⟩ e₁ e₂ _ c hc d
    have hlin : ∀ a : ℝ, a • T e₁ + (1 - a) • T e₂ = T (a • e₁ + (1 - a) • e₂) := by
      intro a
      rw [map_add, map_smul, map_smul]
    rw [hlin, hlin, hT, hT]
    exact mul_le_mul_of_nonneg_left (hc d) hk

/-- An injective linear map that preserves optimal two-vector DIIS coefficients multiplies
all lengths by one common factor `k > 0`. -/
theorem similarity_of_preservesPairDIIS (T : E →ₗ[ℝ] F) (hinj : Function.Injective T)
    (h : PreservesPairDIIS T) : ∃ k : ℝ, 0 < k ∧ ∀ v, ‖T v‖ = k * ‖v‖ := by
  obtain ⟨k, hk, hT⟩ := (preservesPairDIIS_iff T).1 h
  by_cases hE : ∃ w : E, w ≠ 0
  · obtain ⟨w, hw⟩ := hE
    refine ⟨k, lt_of_le_of_ne hk ?_, hT⟩
    -- a vanishing factor would send the nonzero vector `w` to zero
    intro hk0
    have h1 : T w = 0 := by
      rw [← norm_eq_zero, hT w, ← hk0, zero_mul]
    exact hw (hinj (by rw [h1, map_zero]))
  · push Not at hE
    exact ⟨1, one_pos, fun v => by rw [hE v, map_zero, norm_zero, norm_zero, mul_zero]⟩

/-- If an injective linear map preserves optimal DIIS coefficients for pairs of errors, then
for every finite error history the original and the transformed errors have the same optimal
DIIS coefficients. -/
theorem isDIISMin_map_iff {ι : Type*} [Fintype ι] (T : E →ₗ[ℝ] F)
    (hinj : Function.Injective T) (h : PreservesPairDIIS T) (e : ι → E) (c : ι → ℝ) :
    IsDIISMin (fun i => T (e i)) c ↔ IsDIISMin e c := by
  obtain ⟨k, hk, hT⟩ := similarity_of_preservesPairDIIS T hinj h
  -- every transformed residual is `k` times as long as the original one
  have hres : ∀ a : ι → ℝ, ‖∑ i, a i • T (e i)‖ = k * ‖∑ i, a i • e i‖ := by
    intro a
    rw [← hT, map_sum]
    simp only [map_smul]
  constructor
  · rintro ⟨hc, hmin⟩
    refine ⟨hc, fun d hd => ?_⟩
    have h1 : ‖∑ i, c i • T (e i)‖ ≤ ‖∑ i, d i • T (e i)‖ := hmin d hd
    rw [hres, hres] at h1
    exact le_of_mul_le_mul_left h1 hk
  · rintro ⟨hc, hmin⟩
    refine ⟨hc, fun d hd => ?_⟩
    change ‖∑ i, c i • T (e i)‖ ≤ ‖∑ i, d i • T (e i)‖
    rw [hres, hres]
    exact mul_le_mul_of_nonneg_left (hmin d hd) hk.le

/-- Multiplication of the complex plane by a nonzero number `z` is injective and preserves
optimal two-vector DIIS coefficients. -/
theorem preservesPairDIIS_witness (z : ℂ) (hz : z ≠ 0) :
    Function.Injective (LinearMap.mulLeft ℝ z) ∧
      PreservesPairDIIS (LinearMap.mulLeft ℝ z) := by
  constructor
  · intro x y hxy
    rw [LinearMap.mulLeft_apply, LinearMap.mulLeft_apply] at hxy
    exact mul_left_cancel₀ hz hxy
  · refine (preservesPairDIIS_iff _).2 ⟨‖z‖, norm_nonneg z, fun v => ?_⟩
    rw [LinearMap.mulLeft_apply, norm_mul]

end DIISPreservingMaps
```

```lean
#print axioms DIISPreservingMaps.similarity_of_preservesPairDIIS
#print axioms DIISPreservingMaps.isDIISMin_map_iff
```

```
'DIISPreservingMaps.similarity_of_preservesPairDIIS' depends on axioms: [propext, Classical.choice, Quot.sound]
'DIISPreservingMaps.isDIISMin_map_iff' depends on axioms: [propext, Classical.choice, Quot.sound]
```

### How the proof follows the algebra

`shortest_on_line_iff` is the orthogonality criterion. Its local statement `expand` is the quadratic in $t$, and `obtain ⟨t, ht⟩` introduces the trial step. After both lengths are squared, `nlinarith` derives $t^2\le0$.

`isPairMin_zero_iff` rewrites the residual as $u+dv$, with `module` checking the vector identities, and then applies the criterion.

`uneven_stretch_breaks_DIIS` contains the pair $2u$, $u+v$. Mathlib's `real_inner_add_sub_eq_zero_iff` states that $u+v\perp u-v$ exactly when $\|u\|=\|v\|$. The proof uses it once for the original vectors and once for their images.

In `preservesPairDIIS_iff`, the statement `heq` says that equal lengths stay equal. It is proved by contradiction from the previous lemma, including the check that the two errors differ. The case split on a nonzero `w` then gives the factor by rescaling. For the converse, `hlin` moves `T` outside the residual, and the inequality is multiplied by $k\ge0$.

`similarity_of_preservesPairDIIS` excludes $k=0$, since a zero factor would send `w` to zero. In `isDIISMin_map_iff`, `hres` is the scaling of a general residual; multiplying or cancelling by $k$ proves the two directions. Finally, `preservesPairDIIS_witness` gives a concrete family of such maps: multiplication of the complex plane by $z\neq0$, where $k=|z|$.

### Basis changes and weights in an SCF code

For exact minimisation with one fixed injective linear map, the result separates the changes of error representation that leave the optimal coefficients of every history alone from those that spoil an optimal coefficient for some pair of errors.

With real orbitals, a common error is the commutator $e=FDS-SDF$, built from the Fock, density and overlap matrices. In an orthonormal basis it becomes $X^{\mathsf T}eX$, where $X^{\mathsf T}SX=1$. Passing to another orthonormal basis, $X'=XU$ with $U$ orthogonal, conjugates this matrix by $U$. Its Frobenius norm is unchanged, so $k=1$ and the minimisers agree. The step from the atomic-orbital basis to an orthonormal one is generally not a uniform scaling, and the two choices can then give different coefficients. Multiplying all errors by a real number $\alpha\ne0$, so that $k=|\alpha|$, multiplies $B$ and the Lagrange multiplier of the constraint by $\alpha^2$, and leaves the optimal coefficients unchanged.

Component weights show the effect in two dimensions. Let $T(x,y)=(x,2y)$, $e_1=(2,0)$ and $e_2=(1,1)$. The original squared residual is $(1+c)^2+(1-c)^2=2+2c^2$, with its minimum at $c=0$. After weighting it is $(1+c)^2+4(1-c)^2$, with its minimum at $c=3/5$.

The same argument, carried out by hand, gives a neighbouring result: a linear map that sends orthogonal vectors to orthogonal vectors also scales all lengths by one factor $k\ge0$. If $\|u\|=\|v\|$, then $u+v\perp u-v$. Their images are orthogonal too, so $\|Tu\|=\|Tv\|$, and the rescaling step finishes the argument.
